# Conserving the norm of each partial wave separately does not make the off-diagonal augmentation charge vanish

If a pseudopotential with two partial waves in one angular-momentum channel conserves the norm of each wave separately, a superposition of the two can still carry the wrong charge inside the cutoff sphere. The file below gives explicit polynomials on $[0,1]$ that match at the cutoff and have equal norms in each pair, yet show this error in a superposition. It also identifies the extra condition that removes the error.

```lean
import Mathlib

open MeasureTheory

namespace GeneralizedNormConservation

noncomputable section

/-- Squared norm of a real radial function between the origin and the cutoff radius `R`. -/
def normSq (R : ℝ) (u : ℝ → ℝ) : ℝ := ∫ r in (0 : ℝ)..R, u r ^ 2

/-- Augmentation charge `q₁₂`: the integral of `u₁ u₂ - w₁ w₂` from the origin to `R`, for
all-electron functions `u₁, u₂` and pseudo functions `w₁, w₂`. -/
def augCharge (R : ℝ) (u₁ w₁ u₂ w₂ : ℝ → ℝ) : ℝ :=
  ∫ r in (0 : ℝ)..R, (u₁ r * u₂ r - w₁ r * w₂ r)

/-- Two radial functions match at `R`: they have the same value and the same slope there. -/
def MatchAt (R : ℝ) (u w : ℝ → ℝ) : Prop :=
  u R = w R ∧ ∃ s, HasDerivAt u s R ∧ HasDerivAt w s R

/-- The distortion `g = r² (1 - r)² (2 r - 1)`. -/
def bump (r : ℝ) : ℝ := r ^ 2 * (1 - r) ^ 2 * (2 * r - 1)

/-- The all-electron function `r (1 - r) + g` of the first pair. -/
def aeWave (r : ℝ) : ℝ := r * (1 - r) + bump r

/-- The pseudo function `r (1 - r) - g` of the first pair. -/
def psWave (r : ℝ) : ℝ := r * (1 - r) - bump r

/-- For continuous functions, the diagonal augmentation charge is the difference of the
squared norms. -/
theorem augCharge_self (R : ℝ) {u w : ℝ → ℝ}
    (hu : ContinuousOn u (Set.uIcc 0 R)) (hw : ContinuousOn w (Set.uIcc 0 R)) :
    augCharge R u w u w = normSq R u - normSq R w := by
  have hU : IntervalIntegrable (fun r => u r ^ 2) volume 0 R :=
    (hu.pow 2).intervalIntegrable
  have hW : IntervalIntegrable (fun r => w r ^ 2) volume 0 R :=
    (hw.pow 2).intervalIntegrable
  unfold augCharge normSq
  rw [← intervalIntegral.integral_sub hU hW]
  congr 1
  funext r
  ring

/-- For continuous functions, the squared-norm deficit of a linear combination of two waves is the
quadratic form of the augmentation charges. -/
theorem normSq_combination (R : ℝ) {u₁ w₁ u₂ w₂ : ℝ → ℝ}
    (hu₁ : ContinuousOn u₁ (Set.uIcc 0 R)) (hw₁ : ContinuousOn w₁ (Set.uIcc 0 R))
    (hu₂ : ContinuousOn u₂ (Set.uIcc 0 R)) (hw₂ : ContinuousOn w₂ (Set.uIcc 0 R)) (a b : ℝ) :
    normSq R (fun r => a * u₁ r + b * u₂ r) - normSq R (fun r => a * w₁ r + b * w₂ r) =
      a ^ 2 * augCharge R u₁ w₁ u₁ w₁ + 2 * a * b * augCharge R u₁ w₁ u₂ w₂
        + b ^ 2 * augCharge R u₂ w₂ u₂ w₂ := by
  have I₁ : IntervalIntegrable (fun r => u₁ r * u₁ r - w₁ r * w₁ r) volume 0 R :=
    ContinuousOn.intervalIntegrable (by fun_prop)
  have I₂ : IntervalIntegrable (fun r => u₁ r * u₂ r - w₁ r * w₂ r) volume 0 R :=
    ContinuousOn.intervalIntegrable (by fun_prop)
  have I₃ : IntervalIntegrable (fun r => u₂ r * u₂ r - w₂ r * w₂ r) volume 0 R :=
    ContinuousOn.intervalIntegrable (by fun_prop)
  have J : IntervalIntegrable (fun r => a ^ 2 * (u₁ r * u₁ r - w₁ r * w₁ r)
      + 2 * a * b * (u₁ r * u₂ r - w₁ r * w₂ r)) volume 0 R :=
    ContinuousOn.intervalIntegrable (by fun_prop)
  have hu : ContinuousOn (fun r => a * u₁ r + b * u₂ r) (Set.uIcc 0 R) := by fun_prop
  have hw : ContinuousOn (fun r => a * w₁ r + b * w₂ r) (Set.uIcc 0 R) := by fun_prop
  rw [← augCharge_self R hu hw]
  unfold augCharge
  -- expand the square under the integral, then integrate term by term
  calc _ = ∫ r in (0 : ℝ)..R, (a ^ 2 * (u₁ r * u₁ r - w₁ r * w₁ r)
        + 2 * a * b * (u₁ r * u₂ r - w₁ r * w₂ r)
        + b ^ 2 * (u₂ r * u₂ r - w₂ r * w₂ r)) := by
        congr 1
        funext r
        ring
    _ = _ := by
        rw [intervalIntegral.integral_add J (I₃.const_mul _),
          intervalIntegral.integral_add (I₁.const_mul _) (I₂.const_mul _),
          intervalIntegral.integral_const_mul, intervalIntegral.integral_const_mul,
          intervalIntegral.integral_const_mul]

/-- For continuous functions, the norm of every linear combination of two waves is conserved exactly
when both diagonal charges and the off-diagonal charge vanish. -/
theorem all_norms_conserved_iff (R : ℝ) {u₁ w₁ u₂ w₂ : ℝ → ℝ}
    (hu₁ : ContinuousOn u₁ (Set.uIcc 0 R)) (hw₁ : ContinuousOn w₁ (Set.uIcc 0 R))
    (hu₂ : ContinuousOn u₂ (Set.uIcc 0 R)) (hw₂ : ContinuousOn w₂ (Set.uIcc 0 R)) :
    (∀ a b : ℝ, normSq R (fun r => a * u₁ r + b * u₂ r)
        = normSq R (fun r => a * w₁ r + b * w₂ r)) ↔
      augCharge R u₁ w₁ u₁ w₁ = 0 ∧ augCharge R u₂ w₂ u₂ w₂ = 0 ∧
        augCharge R u₁ w₁ u₂ w₂ = 0 := by
  have key := normSq_combination R hu₁ hw₁ hu₂ hw₂
  constructor
  · intro h
    -- the two waves alone, and their sum
    have h₁ := (key 1 0).symm.trans (sub_eq_zero.mpr (h 1 0))
    have h₂ := (key 0 1).symm.trans (sub_eq_zero.mpr (h 0 1))
    have h₃ := (key 1 1).symm.trans (sub_eq_zero.mpr (h 1 1))
    refine ⟨by linarith, by linarith, by linarith⟩
  · rintro ⟨h₁, h₂, h₃⟩ a b
    apply sub_eq_zero.mp
    rw [key a b, h₁, h₂, h₃]
    ring

theorem continuous_waves : Continuous aeWave ∧ Continuous psWave := by
  constructor
  · unfold aeWave bump
    fun_prop
  · unfold psWave bump
    fun_prop

/-- The functions `r (1 - r) ± g` match in value and slope at `r = 1`. -/
theorem waves_match : MatchAt 1 aeWave psWave := by
  have hx := hasDerivAt_id' (1 : ℝ)
  have hy := hx.const_sub 1
  -- the double zero of the distortion leaves the slope unchanged
  have hb : HasDerivAt bump 0 1 :=
    (((hx.fun_pow 2).fun_mul (hy.fun_pow 2)).fun_mul
      ((hx.const_mul 2).sub_const 1)).congr_deriv (by norm_num)
  refine ⟨by norm_num [aeWave, psWave, bump], -1, ?_, ?_⟩
  · exact ((hx.fun_mul hy).fun_add hb).congr_deriv (by norm_num)
  · exact ((hx.fun_mul hy).fun_sub hb).congr_deriv (by norm_num)

/-- The functions `r (1 - r) ± g` have equal squared norms on `[0,1]`. -/
theorem waves_norm : normSq 1 aeWave = normSq 1 psWave := by
  obtain ⟨hu, hw⟩ := continuous_waves
  apply sub_eq_zero.mp
  rw [← augCharge_self 1 hu.continuousOn hw.continuousOn]
  -- the integrand is the derivative of `-(r (1 - r))⁴`
  have hd : ∀ r ∈ Set.uIcc (0 : ℝ) 1,
      HasDerivAt (fun x : ℝ => -(x * (1 - x) * (x * (1 - x)) * (x * (1 - x) * (x * (1 - x)))))
        (aeWave r * aeWave r - psWave r * psWave r) r := by
    intro r _
    have h := (hasDerivAt_id' r).fun_mul ((hasDerivAt_id' r).const_sub 1)
    have h2 := h.fun_mul h
    refine (h2.fun_mul h2).fun_neg.congr_deriv ?_
    simp only [aeWave, psWave, bump]
    ring
  have hi : IntervalIntegrable (fun r => aeWave r * aeWave r - psWave r * psWave r)
      volume 0 1 := ((hu.mul hu).sub (hw.mul hw)).intervalIntegrable 0 1
  unfold augCharge
  rw [intervalIntegral.integral_eq_sub_of_hasDerivAt hd hi]
  norm_num

/-- If the second pair has the same function `c r` on both sides, the off-diagonal augmentation
charge with the pair `aeWave`, `psWave` is `c / 210`. -/
theorem augCharge_linear (c : ℝ) :
    augCharge 1 aeWave psWave (fun r => c * r) (fun r => c * r) = c / 210 := by
  obtain ⟨hu, hw⟩ := continuous_waves
  have hd : ∀ r ∈ Set.uIcc (0 : ℝ) 1,
      HasDerivAt (fun x : ℝ => 2 * c * (2 / 7 * x ^ 7 - 5 / 6 * x ^ 6 + 4 / 5 * x ^ 5
        - 1 / 4 * x ^ 4)) (aeWave r * (c * r) - psWave r * (c * r)) r := by
    intro r _
    have p7 : HasDerivAt (fun x : ℝ => x ^ 7) (7 * r ^ 6) r := by
      simpa using hasDerivAt_pow 7 r
    have p6 : HasDerivAt (fun x : ℝ => x ^ 6) (6 * r ^ 5) r := by
      simpa using hasDerivAt_pow 6 r
    have p5 : HasDerivAt (fun x : ℝ => x ^ 5) (5 * r ^ 4) r := by
      simpa using hasDerivAt_pow 5 r
    have p4 : HasDerivAt (fun x : ℝ => x ^ 4) (4 * r ^ 3) r := by
      simpa using hasDerivAt_pow 4 r
    refine (((((p7.const_mul (2 / 7)).fun_sub (p6.const_mul (5 / 6))).fun_add
      (p5.const_mul (4 / 5))).fun_sub (p4.const_mul (1 / 4))).const_mul (2 * c)).congr_deriv ?_
    simp only [aeWave, psWave, bump]
    ring
  have hi : IntervalIntegrable (fun r => aeWave r * (c * r) - psWave r * (c * r))
      volume 0 1 := Continuous.intervalIntegrable (by fun_prop) 0 1
  unfold augCharge
  rw [intervalIntegral.integral_eq_sub_of_hasDerivAt hd hi]
  ring

/-- Separate norm conservation does not imply generalized norm conservation: with `r` as both
functions of the second pair, each pair matches in value and slope at `r = 1` and has equal squared
norms, yet the off-diagonal augmentation charge is `1/210`. -/
theorem separate_norm_conservation_insufficient :
    (MatchAt 1 aeWave psWave ∧ normSq 1 aeWave = normSq 1 psWave) ∧
    (MatchAt 1 (fun r => r) (fun r => r) ∧
      normSq 1 (fun r => r) = normSq 1 (fun r => r)) ∧
    augCharge 1 aeWave psWave (fun r => r) (fun r => r) = 1 / 210 := by
  refine ⟨⟨waves_match, waves_norm⟩,
    ⟨⟨rfl, 1, hasDerivAt_id' 1, hasDerivAt_id' 1⟩, rfl⟩, ?_⟩
  simpa only [one_mul] using augCharge_linear 1

/-- In this example the combination of the two waves with coefficients `a` and `b` has squared norms
that differ by `a b / 105`. -/
theorem combination_deficit (a b : ℝ) :
    normSq 1 (fun r => a * aeWave r + b * r) - normSq 1 (fun r => a * psWave r + b * r)
      = a * b / 105 := by
  obtain ⟨hu, hw⟩ := continuous_waves
  have hid : ContinuousOn (fun r : ℝ => r) (Set.uIcc 0 1) := continuousOn_id
  have key := normSq_combination 1 hu.continuousOn hw.continuousOn hid hid a b
  -- only the off-diagonal charge survives
  rw [augCharge_self 1 hu.continuousOn hw.continuousOn, waves_norm,
    augCharge_self 1 hid hid, separate_norm_conservation_insufficient.2.2] at key
  rw [key]
  ring

end

end GeneralizedNormConservation
```

```lean
#print axioms GeneralizedNormConservation.all_norms_conserved_iff
#print axioms GeneralizedNormConservation.separate_norm_conservation_insufficient
#print axioms GeneralizedNormConservation.combination_deficit
```

```
'GeneralizedNormConservation.all_norms_conserved_iff' depends on axioms: [propext, Classical.choice, Quot.sound]
'GeneralizedNormConservation.separate_norm_conservation_insufficient' depends on axioms: [propext, Classical.choice, Quot.sound]
'GeneralizedNormConservation.combination_deficit' depends on axioms: [propext, Classical.choice, Quot.sound]
```

## Two pairs of waves and the charge between them

Let $u_1,u_2$ be all-electron radial functions and $w_1,w_2$ their pseudo counterparts, for two reference states with the same angular part. They are real and already include the factor $r$, so the charge inside the cutoff radius $R$ is $\int_0^R u^2\,dr$, with no further weight. This is `normSq`. The augmentation charges, `augCharge`, are

$$q_{ij}=\int_0^R (u_iu_j-w_iw_j)\,dr .$$

`MatchAt` says that two functions have the same value at $R$ and that both have one common derivative $s$ there. This is the basic condition for joining a pseudo wave to the all-electron wave at the cutoff. Many constructions also match higher derivatives, which the example below does not do.

The example has $R=1$ and a distortion $g=r^2(1-r)^2(2r-1)$, called `bump`. The first pair is $u_1=r(1-r)+g$ (`aeWave`) and $w_1=r(1-r)-g$ (`psWave`). The second is $u_2=w_2=r$, a wave that pseudisation leaves unchanged.

The theorem `separate_norm_conservation_insufficient` states that each pair matches at $r=1$, that each pair has equal squared norms, and that $q_{12}=1/210$. The functions are not normalised. Scaling each to unit norm on $[0,1]$ turns this value into about $0.045$.

The general theorem `all_norms_conserved_iff` requires only that the four functions be continuous between $0$ and $R$. It says that every real combination $a u_1+b u_2$ has the same norm as $a w_1+b w_2$ exactly when $q_{11}$, $q_{22}$ and $q_{12}$ all vanish. Separate norm conservation supplies the first two conditions and leaves out the third.

The polynomials were chosen for their integrals and do not solve a common radial Schrödinger equation. The example therefore refutes an inference from matching and equal norms alone; it does not describe a particular atom.

## The norm error of a superposition

Expanding the squares gives

$$(au_1+bu_2)^2-(aw_1+bw_2)^2=a^2(u_1^2-w_1^2)+2ab(u_1u_2-w_1w_2)+b^2(u_2^2-w_2^2).$$

Integrating from $0$ to $R$, the norm deficit is

$$a^2q_{11}+2ab\,q_{12}+b^2q_{22}.$$

In Lean, `augCharge_self` first identifies a diagonal charge with a difference of squared norms. `normSq_combination` applies it to the superposition, expands the integrand with `ring`, and integrates term by term; continuity makes each term integrable.

If the deficit vanishes for all $a,b$, then $(a,b)=(1,0)$ gives $q_{11}=0$ and $(0,1)$ gives $q_{22}=0$. The choice $(1,1)$ gives $q_{11}+2q_{12}+q_{22}=0$, hence $q_{12}=0$. Conversely, if the three charges vanish, so does the deficit. The proof of `all_norms_conserved_iff` uses the same three coefficient pairs, and `linarith` solves the resulting linear equations.

## Equal slopes and equal norms in the first pair

The factor $(1-r)^2$ gives $g$ a double zero at $r=1$, so $g(1)=g'(1)=0$. Both $u_1$ and $w_1$ therefore have the value $0$ and the slope of $r(1-r)$ there, which is $1-2=-1$. `waves_match` obtains these derivatives from the product rule.

For the norms,

$$u_1^2-w_1^2=4r(1-r)g=4r^3(1-r)^3(2r-1)=-\frac{d}{dr}\bigl[r(1-r)\bigr]^4 .$$

The bracket vanishes at $0$ and at $1$, so the integral is zero. `waves_norm` supplies this antiderivative, written as a product, checks its derivative with `ring`, and applies the fundamental theorem of calculus.

## The value 1/210

Since $u_2=w_2=r$, the off-diagonal integrand is

$$(u_1-w_1)\,r=2rg=2\,(2r^6-5r^5+4r^4-r^3),$$

and therefore

$$q_{12}=2\left(\frac27-\frac56+\frac45-\frac14\right)=2\cdot\frac1{420}=\frac1{210}.$$

`augCharge_linear` does this integral with $cr$ in place of $r$ in the second pair, for any real $c$, and finds $c/210$. Both diagonal charges stay zero. The factor $c$ only rescales the second wave: if the waves are normalised on $[0,1]$, the magnitude of $q_{12}$ is about $0.045$ for every $c\neq0$. The main theorem takes $c=1$; its claims about the second pair are immediate, because the two functions coincide.

With $q_{11}=q_{22}=0$, the deficit formula becomes $2ab/210=ab/105$, which is `combination_deficit`. The error is absent when either wave occurs alone and appears as soon as both coefficients are nonzero.

## Where $q_{12}$ enters a plane-wave calculation

When a potential is generated with two projectors per angular momentum, the $q_{ij}$ are computed by radial integration of the partial waves up to the cutoff. In an ultrasoft calculation they enter the overlap operator

$$S=1+\sum_{ij}q_{ij}\,|\beta_i\rangle\langle\beta_j| ,$$

where the $\beta_i$ are the projectors localised in the sphere. The orbitals then solve $H\psi=\varepsilon S\psi$, with $H$ the Hamiltonian and $\varepsilon$ the orbital energy, and are orthonormal with respect to $S$.

For one atom and one such two-wave channel, separate norm conservation removes the diagonal coefficients from $S$ but can leave a nonzero $q_{12}$, and the eigenvalue problem is then still a generalised one. Generalized norm conservation is the stronger requirement that all the $q_{ij}$ vanish. A construction that imposes it adds $q_{12}=0$ as a further constraint on the pseudo waves, and $S$ reduces to the identity.
